# The concurrence of a pure two-fermion state in four spin orbitals vanishes exactly when its one-particle density matrix is idempotent

Two electrons in the four spin orbitals of a minimal-basis hydrogen molecule may be written as a sum of several determinants, and yet that sum may be a single determinant in other orbitals. Can the one-particle density matrix tell such a state from one that remains a sum of several determinants in every choice of orbitals?

```lean
import Mathlib

open Matrix
open scoped ComplexOrder

namespace TwoFermionConcurrence

noncomputable section

/-- The total weight of the amplitudes `c i j` over the six orbital pairs `i < j`. -/
def pairWeight (c : Matrix (Fin 4) (Fin 4) ℂ) : ℝ :=
  ‖c 0 1‖ ^ 2 + ‖c 0 2‖ ^ 2 + ‖c 0 3‖ ^ 2 + ‖c 1 2‖ ^ 2 + ‖c 1 3‖ ^ 2 + ‖c 2 3‖ ^ 2

/-- The one-particle density matrix `c c†` of the two-fermion state with amplitudes `c`. -/
def density (c : Matrix (Fin 4) (Fin 4) ℂ) : Matrix (Fin 4) (Fin 4) ℂ := c * cᴴ

/-- The Pfaffian of the pair amplitudes. -/
def pf (c : Matrix (Fin 4) (Fin 4) ℂ) : ℂ :=
  c 0 1 * c 2 3 - c 0 2 * c 1 3 + c 0 3 * c 1 2

/-- The two-fermion concurrence, twice the modulus of the Pfaffian. -/
def concurrence (c : Matrix (Fin 4) (Fin 4) ℂ) : ℝ := 2 * ‖pf c‖

/-- The dual amplitudes: each orbital pair is exchanged with the complementary pair,
with the sign of the permutation. -/
def dual (c : Matrix (Fin 4) (Fin 4) ℂ) : Matrix (Fin 4) (Fin 4) ℂ :=
  !![0, c 2 3, -c 1 3, c 1 2;
     -c 2 3, 0, c 0 3, -c 0 2;
     c 1 3, -c 0 3, 0, c 0 1;
     -c 1 2, c 0 2, -c 0 1, 0]

/-- An antisymmetric amplitude matrix on four orbitals is fixed by six numbers. -/
theorem skew_form (c : Matrix (Fin 4) (Fin 4) ℂ) (hc : cᵀ = -c) :
    ∃ x y z u v w : ℂ,
      c = !![0, x, y, z; -x, 0, u, v; -y, -u, 0, w; -z, -v, -w, 0] := by
  have hs : ∀ i j, c j i = -c i j := fun i j => congrFun (congrFun hc i) j
  have hd : ∀ i, c i i = 0 := fun i => by linear_combination (1 / 2 : ℂ) * hs i i
  refine ⟨c 0 1, c 0 2, c 0 3, c 1 2, c 1 3, c 2 3, ?_⟩
  ext i j
  fin_cases i <;> fin_cases j <;>
    simp [hd, hs 0 1, hs 0 2, hs 0 3, hs 1 2, hs 1 3, hs 2 3]

/-- The product of antisymmetric amplitudes with their dual is minus the Pfaffian times
the identity. -/
theorem mul_dual (c : Matrix (Fin 4) (Fin 4) ℂ) (hc : cᵀ = -c) :
    c * dual c = (-pf c) • (1 : Matrix (Fin 4) (Fin 4) ℂ) := by
  obtain ⟨x, y, z, u, v, w, rfl⟩ := skew_form c hc
  ext i j
  fin_cases i <;> fin_cases j <;>
    simp [dual, pf, Matrix.mul_apply, Fin.sum_univ_four] <;> ring

/-- For two antisymmetric amplitude matrices, the product plus the reversed product of the duals is
minus the sum of `a i j * b i j` over the six pairs `i < j`, times the identity. -/
theorem mul_add_dual_mul_dual (a b : Matrix (Fin 4) (Fin 4) ℂ)
    (ha : aᵀ = -a) (hb : bᵀ = -b) :
    a * b + dual b * dual a =
      (-(a 0 1 * b 0 1 + a 0 2 * b 0 2 + a 0 3 * b 0 3 + a 1 2 * b 1 2
        + a 1 3 * b 1 3 + a 2 3 * b 2 3)) • (1 : Matrix (Fin 4) (Fin 4) ℂ) := by
  obtain ⟨x, y, z, u, v, w, rfl⟩ := skew_form a ha
  obtain ⟨x', y', z', u', v', w', rfl⟩ := skew_form b hb
  ext i j
  fin_cases i <;> fin_cases j <;>
    simp [dual] <;> ring

/-- The one-particle density matrix `g` of a normalised antisymmetric two-fermion state on
four orbitals satisfies `g² - g + |p|² = 0`, where `p` is the Pfaffian of the amplitudes. -/
theorem density_quadratic (c : Matrix (Fin 4) (Fin 4) ℂ) (hc : cᵀ = -c)
    (hn : pairWeight c = 1) :
    density c * density c - density c
      + ((‖pf c‖ ^ 2 : ℝ) : ℂ) • (1 : Matrix (Fin 4) (Fin 4) ℂ) = 0 := by
  have hs : ∀ i j, c j i = -c i j := fun i j => congrFun (congrFun hc i) j
  have e : ∀ i j, cᴴ i j = -star (c i j) := fun i j => by
    rw [Matrix.conjTranspose_apply, hs i j, star_neg]
  have hc' : (cᴴ)ᵀ = -cᴴ := by
    ext i j
    rw [Matrix.transpose_apply, Matrix.neg_apply, e, e, hs i j, star_neg]
  have nsq : ∀ z : ℂ, z * star z = ((‖z‖ ^ 2 : ℝ) : ℂ) := fun z => by
    rw [← Complex.normSq_eq_norm_sq]
    exact Complex.mul_conj z
  have hpf : pf cᴴ = star (pf c) := by
    simp only [pf, e, star_add, star_sub, star_mul]
    ring
  -- normalisation: the density matrix and its dual partner add up to the identity
  have hw : ((pairWeight c : ℝ) : ℂ) = 1 := by rw [hn, Complex.ofReal_one]
  simp only [pairWeight, Complex.ofReal_add] at hw
  have hsum : c 0 1 * cᴴ 0 1 + c 0 2 * cᴴ 0 2 + c 0 3 * cᴴ 0 3 + c 1 2 * cᴴ 1 2
      + c 1 3 * cᴴ 1 3 + c 2 3 * cᴴ 2 3 = -1 := by
    simp only [e]
    linear_combination -hw - nsq (c 0 1) - nsq (c 0 2) - nsq (c 0 3) - nsq (c 1 2)
      - nsq (c 1 3) - nsq (c 2 3)
  have hq := mul_add_dual_mul_dual c cᴴ hc hc'
  rw [hsum, neg_neg, one_smul] at hq
  -- their product is the squared modulus of the Pfaffian times the identity
  have hg : density c * (dual cᴴ * dual c)
      = (star (pf c) * pf c) • (1 : Matrix (Fin 4) (Fin 4) ℂ) := by
    calc density c * (dual cᴴ * dual c) = c * (cᴴ * dual cᴴ) * dual c := by
          simp only [density, Matrix.mul_assoc]
      _ = (star (pf c) * pf c) • (1 : Matrix (Fin 4) (Fin 4) ℂ) := by
          rw [mul_dual _ hc', hpf, Matrix.mul_smul, Matrix.mul_one, Matrix.smul_mul,
            mul_dual c hc, smul_smul, neg_mul_neg]
  have hd : dual cᴴ * dual c = 1 - density c := eq_sub_of_add_eq' hq
  rw [hd, mul_sub, mul_one] at hg
  rw [← nsq, mul_comm (pf c), ← hg]
  abel

/-- For a normalised antisymmetric state the concurrence vanishes exactly when the
one-particle density matrix is idempotent. -/
theorem concurrence_eq_zero_iff_idempotent (c : Matrix (Fin 4) (Fin 4) ℂ) (hc : cᵀ = -c)
    (hn : pairWeight c = 1) :
    concurrence c = 0 ↔ density c * density c = density c := by
  have q := density_quadratic c hc hn
  constructor
  · intro h
    have hp : ‖pf c‖ = 0 := by unfold concurrence at h; linarith
    rw [hp] at q
    simpa [sub_eq_zero] using q
  · intro h
    rw [h, sub_self, zero_add] at q
    have q0 := congrFun (congrFun q 0) 0
    simpa [concurrence] using q0

/-- The concurrence of antisymmetric amplitudes vanishes exactly when they have the form of
a single Slater determinant `u i * v j - u j * v i`. -/
theorem concurrence_eq_zero_iff_slater (c : Matrix (Fin 4) (Fin 4) ℂ) (hc : cᵀ = -c) :
    concurrence c = 0 ↔ ∃ u v : Fin 4 → ℂ, ∀ i j, c i j = u i * v j - u j * v i := by
  have hs : ∀ i j, c j i = -c i j := fun i j => congrFun (congrFun hc i) j
  have hd : ∀ i, c i i = 0 := fun i => by linear_combination (1 / 2 : ℂ) * hs i i
  constructor
  · intro h
    have hp : pf c = 0 := by simpa [concurrence] using h
    unfold pf at hp
    -- a reflexive and symmetric relation between orbitals need only be checked on the six pairs
    have fill : ∀ E : Fin 4 → Fin 4 → Prop, (∀ i, E i i) → (∀ i j, E i j → E j i) →
        E 0 1 → E 0 2 → E 0 3 → E 1 2 → E 1 3 → E 2 3 → ∀ i j, E i j := by
      intro E hr hsw h1 h2 h3 h4 h5 h6 i j
      fin_cases i <;> fin_cases j <;>
        first | exact hr _ | assumption | exact hsw _ _ (by assumption)
    -- the Plücker relations
    have key : ∀ a b i j, c a b * c i j = c a i * c b j - c a j * c b i := by
      refine fill (fun a b => ∀ i j, c a b * c i j = c a i * c b j - c a j * c b i)
        (fun a i j => by rw [hd a]; ring)
        (fun a b H i j => by rw [hs a b]; linear_combination -H i j) ?_ ?_ ?_ ?_ ?_ ?_ <;>
      refine fill _ (fun i => by rw [hd i]; ring)
        (fun i j H => by rw [hs i j]; linear_combination -H) ?_ ?_ ?_ ?_ ?_ ?_ <;>
      first
        | linear_combination hp
        | (simp only [hd, hs 0 1, hs 0 2, hs 0 3, hs 1 2, hs 1 3, hs 2 3]
           first | ring1 | linear_combination hp | linear_combination -hp)
    by_cases h0 : ∀ a b, c a b = 0
    · exact ⟨0, 0, fun i j => by simp [h0]⟩
    · push Not at h0
      obtain ⟨a, b, hab⟩ := h0
      refine ⟨fun i => c a i / c a b, fun j => c b j, fun i j => ?_⟩
      field_simp
      linear_combination key a b i j
  · rintro ⟨u, v, h⟩
    have hp : pf c = 0 := by
      simp only [pf, h]
      ring
    simp [concurrence, hp]

/-- For a normalised antisymmetric state, every eigenvalue `n` of the one-particle density
matrix satisfies `n (1 - n) = C² / 4`, where `C` is the concurrence. -/
theorem occupation_mul_hole (c : Matrix (Fin 4) (Fin 4) ℂ) (hc : cᵀ = -c)
    (hn : pairWeight c = 1) (n : ℂ) (v : Fin 4 → ℂ) (hv0 : v ≠ 0)
    (hv : density c *ᵥ v = n • v) :
    n * (1 - n) = ((concurrence c ^ 2 / 4 : ℝ) : ℂ) := by
  have h := congrArg (fun M => M *ᵥ v) (density_quadratic c hc hn)
  simp only [Matrix.add_mulVec, Matrix.sub_mulVec, ← Matrix.mulVec_mulVec, hv,
    Matrix.mulVec_smul, Matrix.smul_mulVec, Matrix.one_mulVec, Matrix.zero_mulVec] at h
  obtain ⟨i, hi⟩ := Function.ne_iff.mp hv0
  have h1 := congrFun h i
  simp only [Pi.add_apply, Pi.sub_apply, Pi.smul_apply, smul_eq_mul, Pi.zero_apply] at h1
  have hC : concurrence c ^ 2 / 4 = ‖pf c‖ ^ 2 := by unfold concurrence; ring
  rw [hC]
  apply mul_right_cancel₀ hi
  linear_combination -h1

/-- The concurrence of a normalised state is at most one. -/
theorem concurrence_le_one (c : Matrix (Fin 4) (Fin 4) ℂ) (hn : pairWeight c = 1) :
    concurrence c ≤ 1 := by
  have h : ‖pf c‖ ≤ ‖c 0 1 * c 2 3‖ + ‖c 0 2 * c 1 3‖ + ‖c 0 3 * c 1 2‖ :=
    (norm_add_le _ _).trans (add_le_add (norm_sub_le _ _) le_rfl)
  simp only [norm_mul] at h
  unfold pairWeight at hn
  unfold concurrence
  nlinarith [sq_nonneg (‖c 0 1‖ - ‖c 2 3‖), sq_nonneg (‖c 0 2‖ - ‖c 1 3‖),
    sq_nonneg (‖c 0 3‖ - ‖c 1 2‖)]

/-- For a normalised antisymmetric state the concurrence equals one exactly when the
one-particle density matrix is half the identity. -/
theorem concurrence_eq_one_iff (c : Matrix (Fin 4) (Fin 4) ℂ) (hc : cᵀ = -c)
    (hn : pairWeight c = 1) :
    concurrence c = 1 ↔ density c = (1 / 2 : ℂ) • (1 : Matrix (Fin 4) (Fin 4) ℂ) := by
  have q := density_quadratic c hc hn
  constructor
  · intro h
    have hp : ‖pf c‖ = 1 / 2 := by unfold concurrence at h; linarith
    have hq : (((1 / 2 : ℝ) ^ 2 : ℝ) : ℂ) = 1 / 4 := by norm_num
    rw [hp, hq] at q
    -- the deviation from half filling is Hermitian and squares to zero
    have hM : (density c - (1 / 2 : ℂ) • (1 : Matrix (Fin 4) (Fin 4) ℂ))ᴴ
        = density c - (1 / 2 : ℂ) • (1 : Matrix (Fin 4) (Fin 4) ℂ) := by
      simp [density, Matrix.conjTranspose_sub, Matrix.conjTranspose_smul]
    apply sub_eq_zero.mp
    apply Matrix.conjTranspose_mul_self_eq_zero.mp
    rw [hM]
    simp only [sub_mul, mul_sub, Matrix.smul_mul, Matrix.mul_smul, one_mul, mul_one]
    linear_combination (norm := module) q
  · intro h
    rw [h] at q
    have q0 := congrFun (congrFun q 0) 0
    simp only [Matrix.smul_mul, Matrix.one_mul, Matrix.add_apply, Matrix.sub_apply,
      Matrix.smul_apply, Matrix.one_apply_eq, smul_eq_mul, Matrix.zero_apply, mul_one] at q0
    have h4 : ‖pf c‖ ^ 2 = 1 / 4 := by
      apply Complex.ofReal_injective
      push_cast at q0 ⊢
      linear_combination q0
    have hp : ‖pf c‖ = 1 / 2 := by nlinarith [norm_nonneg (pf c)]
    unfold concurrence
    rw [hp]
    norm_num

end

end TwoFermionConcurrence
```

```lean
#print axioms TwoFermionConcurrence.concurrence_eq_zero_iff_idempotent
-- 'TwoFermionConcurrence.concurrence_eq_zero_iff_idempotent' depends on axioms: [propext, Classical.choice, Quot.sound]
#print axioms TwoFermionConcurrence.occupation_mul_hole
-- 'TwoFermionConcurrence.occupation_mul_hole' depends on axioms: [propext, Classical.choice, Quot.sound]
#print axioms TwoFermionConcurrence.concurrence_le_one
-- 'TwoFermionConcurrence.concurrence_le_one' depends on axioms: [propext, Classical.choice, Quot.sound]
#print axioms TwoFermionConcurrence.concurrence_eq_one_iff
-- 'TwoFermionConcurrence.concurrence_eq_one_iff' depends on axioms: [propext, Classical.choice, Quot.sound]
```

## Pair amplitudes and their density matrix

Number the spin orbitals 0 to 3, as Lean does, and write the state as

$$|\Psi\rangle=\sum_{i<j}c_{ij}\,a_i^\dagger a_j^\dagger|0\rangle,\qquad c_{ji}=-c_{ij}.$$

The matrix `c` holds these amplitudes. The hypothesis `cᵀ = -c` is fermionic antisymmetry, and `pairWeight c = 1` is normalisation, with each orbital pair counted once. Removing a particle gives $a_i|\Psi\rangle=\sum_k c_{ik}a_k^\dagger|0\rangle$, so

$$\langle\Psi|a_j^\dagger a_i|\Psi\rangle=\sum_k c_{ik}\overline{c_{jk}}=(cc^\dagger)_{ij}.$$

This is `density c`, written $g$ below. Its trace is 2, the number of particles. The Pfaffian `pf c` is

$$p=c_{01}c_{23}-c_{02}c_{13}+c_{03}c_{12},$$

and `concurrence c` is defined as $C=2|p|$.

The central theorem, `density_quadratic`, states that $g^2-g+|p|^2\,\mathbb 1=0$. From it, `concurrence_eq_zero_iff_idempotent` concludes that $C=0$ exactly when $g^2=g$. Separately, `concurrence_eq_zero_iff_slater` identifies $C=0$ with the single-determinant form $c_{ij}=u_iv_j-u_jv_i$; it needs no normalisation, and $u$ and $v$ need not be orthonormal.

The file treats a given pure state. It contains no Hamiltonian and no mixed states, and the Pfaffian formula belongs to four orbitals. Within that model, the failure of idempotency, a familiar sign in electronic structure that one determinant is not enough, is measured by a single number.

## Why the density matrix obeys a quadratic equation

Define the dual $\tilde c$ by exchanging complementary orbital pairs, with signs:

$$\tilde c_{01}=c_{23},\quad \tilde c_{02}=-c_{13},\quad \tilde c_{03}=c_{12},\quad \tilde c_{12}=c_{03},\quad \tilde c_{13}=-c_{02},\quad \tilde c_{23}=c_{01},$$

extended antisymmetrically. Now multiply. The first diagonal entry of $c\tilde c$ is $-c_{01}c_{23}+c_{02}c_{13}-c_{03}c_{12}=-p$, and its neighbour is $(c\tilde c)_{01}=-c_{02}c_{03}+c_{03}c_{02}=0$. The other entries behave in the same way, so

$$c\tilde c=-p\,\mathbb 1.$$

For two antisymmetric matrices $a$ and $b$, the product $ab$ contributes $-(a_{01}b_{01}+a_{02}b_{02}+a_{03}b_{03})$ to the first diagonal entry, and $\tilde b\tilde a$ supplies the three missing pairs. Off the diagonal the two products cancel; for example, $(ab)_{01}=-a_{02}b_{12}-a_{03}b_{13}$ is the negative of $(\tilde b\tilde a)_{01}$. Hence

$$ab+\tilde b\tilde a=-\Big(\sum_{i<j}a_{ij}b_{ij}\Big)\mathbb 1.$$

Set $a=c$ and $b=c^\dagger$. Since $(c^\dagger)_{ij}=-\overline{c_{ij}}$, the sum in brackets is $-1$ by normalisation, and

$$g+h=\mathbb 1,\qquad h=\widetilde{c^\dagger}\,\tilde c.$$

The Pfaffian of $c^\dagger$ is $\bar p$, because the two minus signs in each product cancel. Therefore

$$gh=c\,\big(c^\dagger\widetilde{c^\dagger}\big)\,\tilde c=-\bar p\,c\tilde c=|p|^2\,\mathbb 1.$$

Substituting $h=\mathbb 1-g$ gives $g-g^2=|p|^2\,\mathbb 1$, which is the quadratic equation. Its right-hand side vanishes exactly when $p=0$, and this is the idempotency criterion.

In Lean, `skew_form` reduces an antisymmetric matrix to six numbers. The lemmas `mul_dual` and `mul_add_dual_mul_dual` then check all sixteen entries with `fin_cases` and `ring`. Inside `density_quadratic`, `hsum` is the normalisation step, `hq` is $g+h=\mathbb 1$, and `hg` is $gh=|p|^2\,\mathbb 1$. The idempotency theorem reads $|p|^2=0$ from the entry in row 0 and column 0.

## Recovering the determinant

If $p=0$, the amplitudes satisfy the Plücker relations

$$c_{ab}c_{ij}=c_{ai}c_{bj}-c_{aj}c_{bi}$$

for all indices. With four distinct indices this is $p=0$ up to sign; with a repeated index it follows from antisymmetry. If some $c_{ab}\neq0$, put $u_i=c_{ai}/c_{ab}$ and $v_j=c_{bj}$; dividing the relation by $c_{ab}$ gives the determinant form. If $c=0$, take $u=v=0$. Conversely, inserting $u_iv_j-u_jv_i$ into $p$ makes every term cancel.

In the proof, `fill` says that a reflexive and symmetric relation between indices holds for all pairs once it holds for the six with $i<j$, and `key` is the family of Plücker relations.

## Occupation numbers and the maximal value

Apply the quadratic equation to an eigenvector $v\neq0$ with $gv=nv$. This gives $(n^2-n+|p|^2)v=0$, and a nonzero component of $v$ can be divided out:

$$n(1-n)=|p|^2=\frac{C^2}{4}.$$

This is `occupation_mul_hole`, where $n$ is a natural occupation number.

For the upper bound, the triangle inequality and $2xy\le x^2+y^2$ give

$$2|p|\le2\big(|c_{01}||c_{23}|+|c_{02}||c_{13}|+|c_{03}||c_{12}|\big)\le1.$$

The three squares passed to `nlinarith` in `concurrence_le_one` are those behind the second inequality.

If $C=1$, then $|p|^2=\tfrac14$ and $M=g-\tfrac12\mathbb 1$ satisfies $M^2=0$. Since $M$ is Hermitian, $M^\dagger M=0$, which forces $M=0$. Conversely, $g=\tfrac12\mathbb 1$ turns the quadratic equation into $|p|^2=\tfrac14$. This is `concurrence_eq_one_iff`.

## Two states with two determinants each

Take $c_{01}=\tfrac45$ and $c_{23}=\tfrac35$, with the other independent amplitudes zero. Then $p=\tfrac{12}{25}$, $C=\tfrac{24}{25}$ and

$$g=\mathrm{diag}\big(\tfrac{16}{25},\tfrac{16}{25},\tfrac9{25},\tfrac9{25}\big).$$

Each occupation gives $n(1-n)=\tfrac{144}{625}=|p|^2$, so the state is not a single determinant.

Now take $c_{01}=\tfrac35$ and $c_{02}=\tfrac45$ instead. There are again two terms, but $p=0$: the state is $a_0^\dagger\big(\tfrac35a_1^\dagger+\tfrac45a_2^\dagger\big)|0\rangle$, one determinant in rotated orbitals. Its density matrix has $g_{00}=1$ and, on orbitals 1 and 2, the block

$$\frac1{25}\begin{pmatrix}9&12\\12&16\end{pmatrix},$$

which squares to itself.
